# An observable diagonal in the orbitals, with no negative expectation value on the span of m basis states, has at least m non-negative eigenvalues

Let `H` be a real symmetric matrix over a finite basis, with orthonormal eigenvectors (orbitals) φₖ, and give each orbital a real weight `f k`. The lemma `card_le_of_form_nonneg` says that if ∑ₖ `f k` (φₖ·x)² ≥ 0 for every real vector x supported on a set `S` of basis indices, then at least |`S`| of the weights are non-negative. The sum is the expectation value, for normalised x, of the observable that has the φₖ as eigenvectors and the `f k` as eigenvalues; x itself need not be normalised. The proof maps each vector on `S` to its components along the orbitals of non-negative weight, shows that this map is injective, and compares dimensions.

The first attempt, which Lean rejects:

```lean
import Mathlib

open Matrix

namespace CvetkovicInertia

noncomputable section

variable {n : Type*} [Fintype n] [DecidableEq n]

/-- The coefficient vector of the `k`-th orthonormal eigenvector (orbital) of `H`. -/
def orbital {H : Matrix n n ℝ} (hH : H.IsHermitian) (k : n) : n → ℝ :=
  (hH.eigenvectorBasis k).ofLp

/-- The overlap of two vectors is the sum over orbitals of the products of their components. -/
theorem overlap_expansion {H : Matrix n n ℝ} (hH : H.IsHermitian) (x y : n → ℝ) :
    x ⬝ᵥ y = ∑ k, (x ⬝ᵥ orbital hH k) * (orbital hH k ⬝ᵥ y) := by
  have hin : ∀ u w : EuclideanSpace ℝ n, inner ℝ u w = u.ofLp ⬝ᵥ w.ofLp := by
    intro u w
    simp [PiLp.inner_apply, dotProduct, mul_comm]
  have h := hH.eigenvectorBasis.sum_inner_mul_inner (WithLp.toLp 2 x) (WithLp.toLp 2 y)
  simp only [hin] at h
  exact h.symm

/-- If a weighted sum of squared orbital components is nonnegative for every vector supported
on `S`, then at least `|S|` of the weights are nonnegative. -/
theorem card_le_of_form_nonneg {H : Matrix n n ℝ} (hH : H.IsHermitian) (f : n → ℝ)
    (S : Finset n)
    (h : ∀ x : n → ℝ, (∀ i, i ∉ S → x i = 0) → 0 ≤ ∑ k, f k * (orbital hH k ⬝ᵥ x) ^ 2) :
    S.card ≤ (Finset.univ.filter fun k => 0 ≤ f k).card := by
  -- projection of vectors on `S` onto the orbitals of nonnegative weight
  let M : Matrix {k // 0 ≤ f k} S ℝ := fun k i => orbital hH k.1 i.1
  have hinj : Function.Injective M.mulVecLin := by
    rw [← LinearMap.ker_eq_bot, LinearMap.ker_eq_bot']
    intro c hc
    obtain ⟨x, hx0, hxS⟩ : ∃ x : n → ℝ, (∀ i, i ∉ S → x i = 0) ∧ ∀ i : S, x i.1 = c i :=
      ⟨fun i => if hi : i ∈ S then c ⟨i, hi⟩ else 0, fun i hi => by simp [hi],
        fun i => by simp⟩
    have hdot : ∀ k, orbital hH k ⬝ᵥ x = ∑ i : S, orbital hH k i.1 * c i := by
      intro k
      calc orbital hH k ⬝ᵥ x = ∑ i ∈ S, orbital hH k i * x i :=
            (Finset.sum_subset (Finset.subset_univ S)
              (fun i _ hi => by rw [hx0 i hi, mul_zero])).symm
        _ = ∑ i : S, orbital hH k i.1 * x i.1 :=
            (Finset.sum_coe_sort S (fun i => orbital hH k i * x i)).symm
        _ = _ := Finset.sum_congr rfl (fun i _ => by rw [hxS i])
    have hpos : ∀ k, 0 ≤ f k → orbital hH k ⬝ᵥ x = 0 := fun k hk =>
      (hdot k).trans (congrFun hc ⟨k, hk⟩)
    have hterm : ∀ k, f k * (orbital hH k ⬝ᵥ x) ^ 2 ≤ 0 := by
      intro k
      by_cases hk : 0 ≤ f k
      · simp [hpos k hk]
      · exact mul_nonpos_of_nonpos_of_nonneg (not_le.1 hk).le (sq_nonneg _)
    have hsum := le_antisymm (Finset.sum_nonpos fun k _ => hterm k) (h x hx0)
    -- the remaining components vanish as well
    have hall : ∀ k, orbital hH k ⬝ᵥ x = 0 := by
      intro k
      by_cases hk : 0 ≤ f k
      · exact hpos k hk
      · have h0 := (Finset.sum_eq_zero_iff_of_nonpos fun k _ => hterm k).1 hsum k
          (Finset.mem_univ k)
        rcases mul_eq_zero.1 h0 with h1 | h1
        · exact absurd h1.ge hk
        · exact pow_eq_zero_iff (two_ne_zero) |>.1 h1
    have hxx : x ⬝ᵥ x = 0 := by
      rw [overlap_expansion hH x x]
      exact Finset.sum_eq_zero fun k _ => by rw [hall k, mul_zero]
    have hx : x = 0 := dotProduct_self_eq_zero.1 hxx
    funext i
    rw [← hxS i, hx]
    rfl
  have hd := LinearMap.finrank_le_finrank_of_injective hinj
  simpa only [Module.finrank_fintype_fun_eq_card, Fintype.card_coe,
    Fintype.card_subtype] using hd

end

end CvetkovicInertia
```

Messages:

```
Main.lean:73:2: error: Type mismatch: After simplification, term
  hd
 has type
  {x | x ∈ S}.card ≤ {x | 0 ≤ f x}.card
but is expected to have type
  S.card ≤ {k | 0 ≤ f k}.card
```

After these edits no error is left:

```diff
@@ -71,6 +71,8 @@
     rfl
   have hd := LinearMap.finrank_le_finrank_of_injective hinj
-  simpa only [Module.finrank_fintype_fun_eq_card, Fintype.card_coe,
-    Fintype.card_subtype] using hd
+  have hcard : Fintype.card S = S.card := Fintype.card_coe S
+  simp only [Module.finrank_fintype_fun_eq_card] at hd
+  rw [hcard, Fintype.card_subtype] at hd
+  exact hd
 
 end
```

The one error is in the last step, after injectivity has been proved. The inequality `hd` compares the dimensions of two function spaces, which `Module.finrank_fintype_fun_eq_card` turns into the cardinalities of their index types.

One of these types is `S` read as a type, that is, the subtype of indices satisfying `x ∈ S`. Both `Fintype.card_coe` and `Fintype.card_subtype` therefore apply to it. The message shows that `simpa only` ended with the form the second one gives, `{x | x ∈ S}.card`, where the goal has `S.card`. The two numbers are equal, but no lemma in the list turns the filtered set back into `S`, so Lean reports a type mismatch.

The repair fixes the order. `hcard` states that the cardinality of `S` as a type is `S.card`, and `rw` uses it first. `Fintype.card_subtype` then has only the subtype of non-negative weights left to rewrite, and `exact hd` closes the goal.
